# Chebyshev coefficients of the zero-temperature occupation function

For real $\mu$, let $s(x)=1$ if $x<\mu$ and $s(x)=0$ otherwise; for $\mu\in[-1,1]$, the coefficients of its Chebyshev series $c_0+\sum_{n\ge1}c_nT_n(x)$ on $[-1,1]$ are $c_0=1-\arccos(\mu)/\pi$ and, for $n\ge 1$, $c_n=-2\sin(n\arccos\mu)/(n\pi)$. Consequently $|c_n|\le 2/(n\pi)$ for every $n\ge1$.

```lean
import Mathlib

open Real Filter Topology

namespace FermiOperatorChebyshev

noncomputable section

/-- Zero-temperature occupation of a level with scaled energy `x` at chemical potential `μ`:
one below `μ`, zero otherwise. -/
def occupation (μ x : ℝ) : ℝ := if x < μ then 1 else 0

/-- The `n`-th Chebyshev expansion coefficient of a function `f` of the scaled energy,
written as an integral over the angle `u` with energy `cos u`. -/
def chebCoeff (f : ℝ → ℝ) (n : ℕ) : ℝ :=
  (if n = 0 then 1 else 2) / π *
    ∫ u in (0 : ℝ)..π, f (cos u) * (Polynomial.Chebyshev.T ℝ (n : ℤ)).eval (cos u)

/-- For `0 < u ≤ π`, the level at angle `u` lies below the chemical potential exactly when `u`
exceeds the angle `arccos μ`. -/
theorem cos_lt_iff_arccos_lt (μ : ℝ) {u : ℝ} (hu : u ∈ Set.Ioc 0 π) :
    cos u < μ ↔ arccos μ < u := by
  constructor
  · intro h
    by_contra hc
    have hc' : u ≤ arccos μ := not_lt.mp hc
    have h1 : μ < 1 := arccos_pos.mp (hu.1.trans_le hc')
    have h2 : -1 ≤ μ := (neg_one_le_cos u).trans h.le
    have h3 := cos_le_cos_of_nonneg_of_le_pi hu.1.le (arccos_le_pi μ) hc'
    rw [cos_arccos h2 h1.le] at h3
    linarith
  · intro h
    by_contra hc
    have h1 := antitone_arccos (not_lt.mp hc)
    rw [arccos_cos hu.1.le hu.2] at h1
    linarith

/-- Weighting an integral over all angles by the occupation restricts it to the angles
between `arccos μ` and `π`. -/
theorem integral_occupation_mul (μ : ℝ) (g : ℝ → ℝ) :
    ∫ u in (0 : ℝ)..π, occupation μ (cos u) * g u = ∫ u in (arccos μ)..π, g u := by
  rw [intervalIntegral.integral_of_le pi_pos.le,
    intervalIntegral.integral_of_le (arccos_le_pi μ)]
  have hs : Set.Ioc (arccos μ) π = Set.Ioc 0 π ∩ Set.Ioc (arccos μ) π :=
    (Set.inter_eq_right.mpr (Set.Ioc_subset_Ioc_left (arccos_nonneg μ))).symm
  rw [hs, ← MeasureTheory.setIntegral_indicator measurableSet_Ioc]
  -- the occupation is the indicator function of the occupied angles
  refine MeasureTheory.setIntegral_congr_fun measurableSet_Ioc (fun u hu => ?_)
  have key := cos_lt_iff_arccos_lt μ hu
  by_cases h : arccos μ < u
  · have hm : u ∈ Set.Ioc (arccos μ) π := ⟨h, hu.2⟩
    simp only [occupation, if_pos (key.mpr h), Set.indicator_of_mem hm, one_mul]
  · have hm : u ∉ Set.Ioc (arccos μ) π := fun h' => h h'.1
    have hk : ¬ cos u < μ := fun h' => h (key.mp h')
    simp only [occupation, if_neg hk, Set.indicator_of_notMem hm, zero_mul]

/-- Each Chebyshev coefficient of the occupation is a cosine integral over the
occupied angles. -/
theorem chebCoeff_occupation (μ : ℝ) (n : ℕ) :
    chebCoeff (occupation μ) n =
      (if n = 0 then 1 else 2) / π * ∫ u in (arccos μ)..π, cos (n * u) := by
  have hT : ∀ u : ℝ, (Polynomial.Chebyshev.T ℝ (n : ℤ)).eval (cos u) = cos (n * u) :=
    fun u => by simp [Polynomial.Chebyshev.T_real_cos]
  simp only [chebCoeff, hT]
  exact congrArg (fun z => (if n = 0 then (1 : ℝ) else 2) / π * z)
    (integral_occupation_mul μ (fun u => cos (n * u)))

/-- The zeroth Chebyshev coefficient of the occupation is `1 - arccos μ / π`. -/
theorem chebCoeff_zero (μ : ℝ) : chebCoeff (occupation μ) 0 = 1 - arccos μ / π := by
  have h : ∫ u in (arccos μ)..π, cos (((0 : ℕ) : ℝ) * u) = π - arccos μ := by simp
  rw [chebCoeff_occupation, h, if_pos rfl]
  have hp := pi_ne_zero
  field_simp

/-- For `n ≥ 1` the Chebyshev coefficient of the occupation is
`-2 sin (n arccos μ) / (n π)`. -/
theorem chebCoeff_pos (μ : ℝ) {n : ℕ} (hn : n ≠ 0) :
    chebCoeff (occupation μ) n = -2 * sin (n * arccos μ) / (n * π) := by
  have hn' : (n : ℝ) ≠ 0 := Nat.cast_ne_zero.mpr hn
  -- `sin (n u) / n` is an antiderivative of `cos (n u)`
  have hd : ∀ u ∈ Set.uIcc (arccos μ) π,
      HasDerivAt (fun u : ℝ => sin (n * u) / n) (cos (n * u)) u := by
    intro u _
    have h1 : HasDerivAt (fun u : ℝ => (n : ℝ) * u) n u :=
      ((hasDerivAt_id' u).const_mul (n : ℝ)).congr_deriv (mul_one _)
    exact (h1.sin.div_const (n : ℝ)).congr_deriv (by field_simp)
  have hc : Continuous (fun u : ℝ => cos (n * u)) := by fun_prop
  rw [chebCoeff_occupation,
    intervalIntegral.integral_eq_sub_of_hasDerivAt hd (hc.intervalIntegrable _ _),
    if_neg hn, sin_nat_mul_pi]
  ring

/-- For `n ≥ 1` the `n`-th coefficient of the occupation has magnitude at most `2 / (n π)`, whatever
the chemical potential. -/
theorem abs_chebCoeff_le (μ : ℝ) {n : ℕ} (hn : n ≠ 0) :
    |chebCoeff (occupation μ) n| ≤ 2 / (n * π) := by
  have hn' : (0 : ℝ) < n := Nat.cast_pos.mpr (Nat.pos_of_ne_zero hn)
  have hpos : 0 < (n : ℝ) * π := mul_pos hn' pi_pos
  have h : |-2 * sin (n * arccos μ)| ≤ 2 := by
    rw [abs_le]
    constructor <;> linarith [neg_one_le_sin (n * arccos μ), sin_le_one (n * arccos μ)]
  rw [chebCoeff_pos μ hn, abs_div, abs_of_pos hpos]
  gcongr

/-- For `n ≥ 1`, the magnitudes of the coefficients of orders `n` and `n + 1`, each multiplied by
its order, add up to at least `(2 / π) √(1 - μ²)`. -/
theorem le_consecutive_chebCoeff (μ : ℝ) {n : ℕ} (hn : n ≠ 0) :
    2 / π * √(1 - μ ^ 2) ≤ (n : ℝ) * |chebCoeff (occupation μ) n| +
      ((n + 1 : ℕ) : ℝ) * |chebCoeff (occupation μ) (n + 1)| := by
  have hw : ∀ m : ℕ, m ≠ 0 →
      (m : ℝ) * |chebCoeff (occupation μ) m| = 2 / π * |sin (m * arccos μ)| := by
    intro m hm
    have hm' : (0 : ℝ) < m := Nat.cast_pos.mpr (Nat.pos_of_ne_zero hm)
    have hp := pi_pos
    rw [chebCoeff_pos μ hm, abs_div, abs_mul, abs_of_pos (mul_pos hm' hp),
      show |(-2 : ℝ)| = 2 by norm_num]
    field_simp
  rw [hw n hn, hw (n + 1) (Nat.succ_ne_zero n), ← mul_add, ← sin_arccos]
  -- the sine of one angle step is controlled by two neighbouring sines
  have hsub : sin (arccos μ) =
      sin ((n + 1 : ℕ) * arccos μ) * cos (n * arccos μ) -
        cos ((n + 1 : ℕ) * arccos μ) * sin (n * arccos μ) := by
    rw [← sin_sub]
    congr 1
    push_cast
    ring
  have h1 : sin ((n + 1 : ℕ) * arccos μ) * cos (n * arccos μ) ≤
      |sin ((n + 1 : ℕ) * arccos μ)| := (le_abs_self _).trans (by
    rw [abs_mul]
    exact mul_le_of_le_one_right (abs_nonneg _) (abs_cos_le_one _))
  have h2 : -(cos ((n + 1 : ℕ) * arccos μ) * sin (n * arccos μ)) ≤
      |sin (n * arccos μ)| := (neg_le_abs _).trans (by
    rw [abs_mul]
    exact mul_le_of_le_one_left (abs_nonneg _) (abs_cos_le_one _))
  exact mul_le_mul_of_nonneg_left (by linarith) (by positivity)

/-- For a chemical potential strictly inside the band, `n` times the `n`-th coefficient
does not tend to zero. -/
theorem not_tendsto_mul_chebCoeff {μ : ℝ} (h₁ : -1 < μ) (h₂ : μ < 1) :
    ¬ Tendsto (fun n : ℕ => (n : ℝ) * chebCoeff (occupation μ) n) atTop (𝓝 0) := by
  intro h
  have h3 : Tendsto (fun n : ℕ => (n : ℝ) * |chebCoeff (occupation μ) n|) atTop (𝓝 0) := by
    have h' := h.abs
    simp only [abs_mul, Nat.abs_cast, abs_zero] at h'
    exact h'
  have h4 := h3.add (h3.comp (tendsto_add_atTop_nat 1))
  rw [add_zero] at h4
  have h5 : 2 / π * √(1 - μ ^ 2) ≤ 0 := ge_of_tendsto h4
    ((eventually_ge_atTop 1).mono fun n hn => le_consecutive_chebCoeff μ (by omega))
  have h6 : 0 < √(1 - μ ^ 2) := sqrt_pos.mpr (by nlinarith)
  have h7 : 0 < 2 / π * √(1 - μ ^ 2) := mul_pos (div_pos two_pos pi_pos) h6
  linarith

/-- With the chemical potential at the band centre, the even coefficients of nonzero order
vanish. -/
theorem chebCoeff_centre_even {k : ℕ} (hk : k ≠ 0) :
    chebCoeff (occupation 0) (2 * k) = 0 := by
  have h : ((2 * k : ℕ) : ℝ) * (π / 2) = k * π := by push_cast; ring
  rw [chebCoeff_pos 0 (by omega), arccos_zero, h, sin_nat_mul_pi]
  simp

/-- With the chemical potential at the band centre, the odd coefficients alternate in sign
and have magnitude `2 / (n π)` at order `n = 2 k + 1`. -/
theorem chebCoeff_centre_odd (k : ℕ) :
    chebCoeff (occupation 0) (2 * k + 1) = -2 * (-1) ^ k / ((2 * k + 1 : ℕ) * π) := by
  have h : ((2 * k + 1 : ℕ) : ℝ) * (π / 2) = k * π + π / 2 := by push_cast; ring
  rw [chebCoeff_pos 0 (by omega), arccos_zero, h, sin_add_pi_div_two, cos_nat_mul_pi]

end

end FermiOperatorChebyshev
```

```lean
#print axioms FermiOperatorChebyshev.chebCoeff_zero
#print axioms FermiOperatorChebyshev.not_tendsto_mul_chebCoeff
#print axioms FermiOperatorChebyshev.chebCoeff_centre_even
#print axioms FermiOperatorChebyshev.chebCoeff_centre_odd
```

```
'FermiOperatorChebyshev.chebCoeff_zero' depends on axioms: [propext, Classical.choice, Quot.sound]
'FermiOperatorChebyshev.not_tendsto_mul_chebCoeff' depends on axioms: [propext, Classical.choice, Quot.sound]
'FermiOperatorChebyshev.chebCoeff_centre_even' depends on axioms: [propext, Classical.choice, Quot.sound]
'FermiOperatorChebyshev.chebCoeff_centre_odd' depends on axioms: [propext, Classical.choice, Quot.sound]
```

## Occupation on a scaled spectrum

The variable $x$ is a one-electron energy, shifted and scaled so that the spectrum lies in $[-1,1]$, and $\mu$ is the chemical potential on the same scale. In this text "the band" means the whole interval $[-1,1]$. The function `occupation μ` is $s$; a level exactly at $\mu$ counts as empty, a choice that doesn't affect the integrals.

With $T_n$ the Chebyshev polynomial of degree $n$, `chebCoeff f n` is

$$
c_n=\frac{a_n}{\pi}\int_0^\pi f(\cos u)\,T_n(\cos u)\,du,\qquad a_0=1,\quad a_n=2\ (n\ge1).
$$

This normalisation belongs to the series $c_0+\sum_{n\ge1}c_nT_n(x)$, with no halved first term. The hypothesis `hn : n ≠ 0` expresses $n\ge1$.

The Lean theorems for the coefficients and their bound take any real $\mu$. Mathlib's `arccos` equals $0$ above the band and $\pi$ below it, which gives the correct coefficients of a completely filled or completely empty band.

For non-interacting electrons at zero temperature, these numbers multiply $T_n(H)$ in a Fermi-operator expansion of the density matrix, where $H$ is the scaled Hamiltonian. The theorems concern the scalar coefficients only: they contain no matrices, no convergence of the series and no truncation error.

## From the step to a cosine integral

Write $\theta=\arccos\mu$. The cosine decreases on $[0,\pi]$, so for $0<u\le\pi$ the level at angle $u$ is occupied exactly when $u>\theta$. This is `cos_lt_iff_arccos_lt`, whose two directions are proved by contradiction from the monotonicity of cosine and of arccosine. Omitting $u=0$ keeps the equivalence true for $\mu>1$ and leaves the integral unchanged.

The step therefore removes the angles up to $\theta$. In `integral_occupation_mul`, it is identified with the indicator function of $(\theta,\pi]$. Since $T_n(\cos u)=\cos(nu)$, `chebCoeff_occupation` obtains

$$
c_n=\frac{a_n}{\pi}\int_\theta^\pi\cos(nu)\,du.
$$

For $n=0$ the integral is $\pi-\theta$, and division by $\pi$ gives $c_0$, as in `chebCoeff_zero`. For $n\ge1$,

$$
c_n=\frac{2}{\pi}\left[\frac{\sin(nu)}{n}\right]_\theta^\pi
=-\frac{2\sin(n\theta)}{n\pi},
$$

because $\sin(n\pi)=0$. The proof of `chebCoeff_pos` checks the derivative of $\sin(nu)/n$ in `hd` and then applies the fundamental theorem of calculus. The bound in `abs_chebCoeff_le` follows from $|\sin(n\theta)|\le1$.

## Decay no faster than $1/n$ inside the band

Individual coefficients can vanish, but when $-1<\mu<1$ two neighbours cannot both vanish: the sum of their magnitudes, each multiplied by its order, has a positive lower bound independent of $n$. The subtraction formula gives

$$
\sin\theta=\sin((n+1)\theta)\cos(n\theta)-\cos((n+1)\theta)\sin(n\theta),
$$

and since cosines have magnitude at most one,

$$
\sin\theta\le|\sin((n+1)\theta)|+|\sin(n\theta)|.
$$

Here $\sin\theta=\sqrt{1-\mu^2}$ and $n|c_n|=(2/\pi)|\sin(n\theta)|$. Multiplication by $2/\pi$ yields

$$
n|c_n|+(n+1)|c_{n+1}|\ge\frac{2}{\pi}\sqrt{1-\mu^2}\qquad(n\ge1).
$$

In `le_consecutive_chebCoeff`, `hw` rewrites the weighted coefficients as sines, `hsub` is the subtraction formula, and `h1` and `h2` bound its two terms.

If $nc_n$ tended to zero, the left side would also tend to zero, although the right side is a fixed positive number. This contradiction proves `not_tendsto_mul_chebCoeff`: strictly inside the band, the coefficients are not $o(1/n)$.

## Chemical potential at the band centre

At $\mu=0$ the angle is $\theta=\pi/2$. For $n=2k$ with $k\ge1$, $\sin(k\pi)=0$, so the coefficient vanishes (`chebCoeff_centre_even`). For $n=2k+1$ with $k\ge0$, $\sin(k\pi+\pi/2)=(-1)^k$, and `chebCoeff_centre_odd` gives

$$
c_{2k+1}=-\frac{2(-1)^k}{(2k+1)\pi}.
$$

The odd coefficients thus alternate in sign and attain the bound $2/(n\pi)$ exactly.
